# Fewest-Switches Surface-Hopping Rates Minimize the Switching Flow for Given Pairwise Fluxes

Consider finitely many electronic states, with complex amplitudes $c_i$ and a Hermitian Hamiltonian matrix $H$. Units have $\hbar=1$, and at the instant considered the amplitudes obey $\dot c=-iHc$. The population of state $i$ and the flux into $i$ from $j$ are

$$p_i=|c_i|^2,\qquad b_{ij}=2\,\operatorname{Im}(\bar c_i H_{ij}c_j).$$

The first index is always the destination and the second the source. A hopping rate $k_{ij}$ from $j$ to $i$ is a rate per unit population of the source, so it carries the flow $k_{ij}p_j$. The total switching flow counts hops in both directions between distinct states:

$$S(k)=\sum_{i\ne j}k_{ij}p_j.$$

All amplitudes are assumed nonzero. Physically, every state is occupied, so that a rate per unit population has a meaning for each source. This leaves out the instant at which a simulation starts in a single state, where all fluxes vanish. Surface hopping comes in several variants; here the surface-hopping rates are those of the fewest-switches algorithm,

$$g_{ij}=\frac{\max(0,b_{ij})}{p_j}.$$

They reproduce every population derivative. Among all rates that are nonnegative between distinct states and satisfy $k_{ij}p_j-k_{ji}p_i=b_{ij}$ for every pair, they have the smallest $S$, and no other choice of rates between distinct states attains it.

## From the equation of motion to the least flow

Write $z_{ij}=\bar c_iH_{ij}c_j$. Since $\overline{H_{ij}}=H_{ji}$,

$$\overline{z_{ij}}=c_i H_{ji}\bar c_j=z_{ji},$$

and taking imaginary parts gives $b_{ji}=-b_{ij}$. In particular $b_{ii}=0$.

The product rule and the equation of motion give

$$\dot p_i=2\operatorname{Re}(\bar c_i\dot c_i)
=2\operatorname{Re}\bigl(-i\,\bar c_i(Hc)_i\bigr)
=2\operatorname{Im}\bigl(\bar c_i(Hc)_i\bigr)=\sum_j b_{ij},$$

because $\operatorname{Re}(-iz)=\operatorname{Im}z$.

For the surface-hopping rates, $g_{ij}p_j=\max(0,b_{ij})$. The net flow between two states is therefore

$$g_{ij}p_j-g_{ji}p_i=\max(0,b_{ij})-\max(0,-b_{ij})=b_{ij}.$$

If $b_{ij}\ge0$ the second maximum vanishes; if $b_{ij}\le0$ the first does. Summing over $j$ shows that gain minus loss equals $\dot p_i$.

Now let $k$ be any competitor and put $f_{ij}=k_{ij}p_j$. For $i\ne j$ both $f_{ij}$ and $f_{ji}$ are nonnegative, and

$$f_{ij}=b_{ij}+f_{ji}\ge b_{ij}.$$

Hence $f_{ij}\ge\max(0,b_{ij})=g_{ij}p_j$, and summing gives $S(k)\ge S(g)$. If the sums are equal, no single term can exceed its bound, so $k_{ij}p_j=g_{ij}p_j$ for all $i\ne j$. Division by $p_j\neq0$ gives $k_{ij}=g_{ij}$. What a competitor adds is back-and-forth hopping that cancels in the net flux.

The minimum follows from $\max(0,b)=(|b|+b)/2$. The signed fluxes cancel in pairs, leaving

$$S(g)=\frac12\sum_{i\ne j}|b_{ij}|.$$

## Populations, fluxes and rates in Lean

The states are the elements of a type `n`, which is required to be finite wherever a sum over states occurs.

```lean
import Mathlib

open Matrix

namespace FewestSwitchesHopping

noncomputable section

variable {n : Type*}
```

The population is the squared norm of the amplitude. The sum of the populations is not required to be 1; a common rescaling of the amplitudes multiplies all flows by the same factor and leaves the surface-hopping rates unchanged.

```lean
/-- The population of state `i` for the amplitudes `c`. -/
def population (c : n → ℂ) (i : n) : ℝ := ‖c i‖ ^ 2
```

The flux follows the destination-first convention, and `star` is complex conjugation.

```lean
/-- The quantum probability flux `b_ij` from state `j` to state `i`, with `ħ = 1`. -/
def flux (H : Matrix n n ℂ) (c : n → ℂ) (i j : n) : ℝ :=
  2 * (star (c i) * H i j * c j).im
```

The rate divides by the population of the source `j`. Dividing by that of the destination instead would spoil the cancellation that turns a rate into a flow.

```lean
/-- The surface-hopping rate from state `j` to state `i`. -/
def hopRate (H : Matrix n n ℂ) (c : n → ℂ) (i j : n) : ℝ :=
  max 0 (flux H c i j) / population c j
```

The next definition is the right-hand side of the master equation for an arbitrary rate matrix. Its sum includes `j = i`, but that term is a quantity minus itself, so diagonal rates have no effect.

```lean
/-- Gain minus loss of population in state `i` under hopping rates `k i j` from `j` to `i`. -/
def masterRate [Fintype n] (k : n → n → ℝ) (c : n → ℂ) (i : n) : ℝ :=
  ∑ j, (k i j * population c j - k j i * population c i)
```

The switching flow runs over `offDiag`, the ordered pairs of distinct states. A pair `q` has destination `q.1` and source `q.2`.

```lean
/-- The total flow of hops between distinct states, counting both directions. -/
def switchingFlow [Fintype n] [DecidableEq n] (k : n → n → ℝ) (c : n → ℂ) : ℝ :=
  ∑ q ∈ (Finset.univ : Finset n).offDiag, k q.1 q.2 * population c q.2
```

## Antisymmetry and the population derivative

Hermiticity enters through the replacement of $H_{ji}$ by the conjugate of $H_{ij}$. The proof then expands the imaginary parts into real components, and `ring` confirms the sign change.

```lean
/-- For a Hermitian Hamiltonian the flux from `i` to `j` is minus the flux from `j` to `i`. -/
theorem flux_antisymm {H : Matrix n n ℂ} (hH : H.IsHermitian) (c : n → ℂ) (i j : n) :
    flux H c j i = -flux H c i j := by
  have h : star (H i j) = H j i := hH.apply j i
  unfold flux
  rw [← h]
  simp only [Complex.star_def, Complex.mul_im, Complex.mul_re, Complex.conj_re,
    Complex.conj_im]
  ring
```

In the derivative theorem, `c` is a curve of amplitudes and `hc` is the Schrödinger equation at the single time `t`. The matrix `H` is the one in the equation of motion at that time, so a time-dependent Hamiltonian is allowed. In an orthonormal basis $\varphi_i$ that changes with time, such as the adiabatic states along a nuclear trajectory, its entries are those of the electronic Hamiltonian plus the coupling $-i\langle\varphi_i|\dot\varphi_j\rangle$. `HasDerivAt` says that the population is differentiable at `t` with the stated derivative. Hermiticity plays no part in this step.

```lean
/-- Under the Schrödinger equation each population changes at the rate given by the sum of
the fluxes into that state. -/
theorem population_hasDerivAt [Fintype n] (H : Matrix n n ℂ) (c : ℝ → n → ℂ) (t : ℝ)
    (hc : ∀ i, HasDerivAt (fun s => c s i) (-Complex.I * (H *ᵥ c t) i) t) (i : n) :
    HasDerivAt (fun s => population (c s) i) (∑ j, flux H (c t) i j) t := by
  have h : HasDerivAt (fun s => population (c s) i) _ t := (hc i).norm_sq
  have e : ∑ j, flux H (c t) i j = 2 * (star (c t i) * (H *ᵥ c t) i).im := by
    simp only [flux, Matrix.mulVec, dotProduct, Finset.mul_sum, Complex.im_sum, mul_assoc]
  refine h.congr_deriv ?_
  rw [e, Complex.inner]
  simp only [Complex.star_def, Complex.mul_re, Complex.mul_im, Complex.neg_re,
    Complex.neg_im, Complex.I_re, Complex.I_im, Complex.conj_re, Complex.conj_im]
  ring
```

The library fact `norm_sq` supplies the derivative of a squared norm as twice a real inner product, which corresponds to $2\operatorname{Re}(\bar c_i\dot c_i)$. The auxiliary equation `e` collects the sum of fluxes into $2\operatorname{Im}(\bar c_i(Hc)_i)$, and the closing algebra is the identity $\operatorname{Re}(-iz)=\operatorname{Im}z$.

## Matching the net flux of each pair

For an occupied source, multiplying the rate by the population recovers the positive part of the flux.

```lean
/-- The hopping flow out of an occupied state `j` into `i` is the positive part of the flux. -/
theorem hopRate_mul_population (H : Matrix n n ℂ) (c : n → ℂ) (i j : n) (hj : c j ≠ 0) :
    hopRate H c i j * population c j = max 0 (flux H c i j) := by
  have h : population c j ≠ 0 := pow_ne_zero 2 (norm_ne_zero_iff.mpr hj)
  rw [hopRate, div_mul_cancel₀ _ h]
```

Subtracting the reverse flow gives the net flux. The proof uses antisymmetry and then splits on the sign of $b_{ij}$, as in the calculation above.

```lean
/-- The surface-hopping rates reproduce the net quantum flux between every pair of states. -/
theorem hopRate_net_flux {H : Matrix n n ℂ} (hH : H.IsHermitian) (c : n → ℂ)
    (h0 : ∀ i, c i ≠ 0) (i j : n) :
    hopRate H c i j * population c j - hopRate H c j i * population c i = flux H c i j := by
  rw [hopRate_mul_population H c i j (h0 j), hopRate_mul_population H c j i (h0 i),
    flux_antisymm hH c i j]
  rcases le_total 0 (flux H c i j) with h | h
  · rw [max_eq_right h, max_eq_left (neg_nonpos.mpr h)]
    ring
  · rw [max_eq_left h, max_eq_right (neg_nonneg.mpr h)]
    ring
```

## Minimality and uniqueness

The main theorem assumes that `H` is Hermitian, that the Schrödinger equation holds at time `t`, and that all amplitudes are nonzero at that time; without the last assumption uniqueness fails, since a rate out of an empty state is arbitrary. The theorem has two parts. The first says that each population has, at time `t`, the derivative given by the master equation with surface-hopping rates. The second takes any rate matrix `k` that is nonnegative between distinct states and has the prescribed net fluxes, and compares its switching flow with that of `hopRate`. Equality forces agreement between distinct states; diagonal entries remain free.

```lean
/-- The surface-hopping rates reproduce every population derivative. Among all rates that are
nonnegative between distinct states and have the same pairwise net fluxes, they minimize the
total switching flow, and any minimizer agrees with them between distinct states. -/
theorem fewest_switches [Fintype n] [DecidableEq n] {H : Matrix n n ℂ} (hH : H.IsHermitian)
    (c : ℝ → n → ℂ) (t : ℝ)
    (hc : ∀ i, HasDerivAt (fun s => c s i) (-Complex.I * (H *ᵥ c t) i) t)
    (h0 : ∀ i, c t i ≠ 0) :
    (∀ i, HasDerivAt (fun s => population (c s) i)
      (masterRate (hopRate H (c t)) (c t) i) t) ∧
    ∀ k : n → n → ℝ, (∀ i j, i ≠ j → 0 ≤ k i j) →
      (∀ i j, k i j * population (c t) j - k j i * population (c t) i = flux H (c t) i j) →
      switchingFlow (hopRate H (c t)) (c t) ≤ switchingFlow k (c t) ∧
      (switchingFlow k (c t) = switchingFlow (hopRate H (c t)) (c t) →
        ∀ i j, i ≠ j → k i j = hopRate H (c t) i j) := by
  refine ⟨fun i => ?_, fun k hk hnet => ?_⟩
  · refine (population_hasDerivAt H c t hc i).congr_deriv ?_
    exact Finset.sum_congr rfl fun j _ => (hopRate_net_flux hH (c t) h0 i j).symm
  · -- on each pair, a competitor carries at least the positive part of the flux
    have hle : ∀ q ∈ (Finset.univ : Finset n).offDiag,
        hopRate H (c t) q.1 q.2 * population (c t) q.2 ≤ k q.1 q.2 * population (c t) q.2 := by
      intro q hq
      have hne : q.1 ≠ q.2 := (Finset.mem_offDiag.mp hq).2.2
      have h1 : 0 ≤ k q.1 q.2 * population (c t) q.2 :=
        mul_nonneg (hk _ _ hne) (sq_nonneg _)
      have h2 : 0 ≤ k q.2 q.1 * population (c t) q.1 :=
        mul_nonneg (hk _ _ hne.symm) (sq_nonneg _)
      rw [hopRate_mul_population H (c t) q.1 q.2 (h0 q.2)]
      exact max_le h1 (by linarith [hnet q.1 q.2])
    refine ⟨Finset.sum_le_sum hle, fun heq i j hij => ?_⟩
    -- equal totals force equal flows on each pair, and occupied states can be divided out
    have hpair := (Finset.sum_eq_sum_iff_of_le hle).mp heq.symm (i, j)
      (Finset.mem_offDiag.mpr ⟨Finset.mem_univ _, Finset.mem_univ _, hij⟩)
    have hp : population (c t) j ≠ 0 := pow_ne_zero 2 (norm_ne_zero_iff.mpr (h0 j))
    exact (mul_right_cancel₀ hp hpair).symm
```

The first part rewrites the sum of fluxes term by term with `hopRate_net_flux`. In the second, `hle` is the inequality for one pair: `h1` and `h2` are the two nonnegative flows, and `max_le` combines $f_{ij}\ge0$ with $f_{ij}\ge b_{ij}$. Summation gives minimality. For uniqueness, `Finset.sum_eq_sum_iff_of_le` turns equality of the totals into equality of each term, and `mul_right_cancel₀` removes the nonzero population.

This justifies the "fewest switches" property of surface hopping for finitely many electronic states at one instant, among rates with the same pairwise net fluxes and when the populations in the master equation are the quantum populations $|c_i|^2$. In a simulation of carrier hopping coupled to lattice motion, the fraction of trajectories on a state can differ from $|c_i|^2$. The theorem contains no nuclear dynamics, no velocity adjustment or rejected hops, and no finite time step.

The same problem could have been modelled with the flows $f_{ij}$ as the unknowns in place of the rates. The constraints would be $f_{ij}\ge0$ for distinct states and $f_{ij}-f_{ji}=b_{ij}$, and the unique least flow between distinct states would be $\max(0,b_{ij})$ even when some amplitudes vanish. The price is that rates, which a hopping algorithm needs, must be recovered afterwards, and a rate out of an empty state stays undetermined because it carries no flow.

## The value of the least flow

The minimum is half the sum of absolute fluxes over ordered pairs, so each unordered pair contributes $|b_{ij}|$ once.

```lean
/-- The total switching flow of the surface-hopping rates is half the sum of the absolute
fluxes over ordered pairs of distinct states. -/
theorem switchingFlow_hopRate [Fintype n] [DecidableEq n] {H : Matrix n n ℂ}
    (hH : H.IsHermitian) (c : n → ℂ) (h0 : ∀ i, c i ≠ 0) :
    switchingFlow (hopRate H c) c =
      (∑ q ∈ (Finset.univ : Finset n).offDiag, |flux H c q.1 q.2|) / 2 := by
  -- exchanging the two states shows that the signed fluxes cancel
  have hswap : ∑ q ∈ (Finset.univ : Finset n).offDiag, flux H c q.1 q.2 =
      ∑ q ∈ (Finset.univ : Finset n).offDiag, flux H c q.2 q.1 := by
    refine Finset.sum_equiv (Equiv.prodComm n n) (fun q => ?_) (fun q _ => rfl)
    simp only [Finset.mem_offDiag, Finset.mem_univ, true_and, Equiv.prodComm_apply,
      Prod.fst_swap, Prod.snd_swap]
    exact ne_comm
  have hneg : ∑ q ∈ (Finset.univ : Finset n).offDiag, flux H c q.2 q.1 =
      -∑ q ∈ (Finset.univ : Finset n).offDiag, flux H c q.1 q.2 := by
    rw [← Finset.sum_neg_distrib]
    exact Finset.sum_congr rfl fun q _ => flux_antisymm hH c q.1 q.2
  have hpos : switchingFlow (hopRate H c) c =
      ∑ q ∈ (Finset.univ : Finset n).offDiag,
        (|flux H c q.1 q.2| + flux H c q.1 q.2) / 2 := by
    refine Finset.sum_congr rfl fun q _ => ?_
    rw [hopRate_mul_population H c q.1 q.2 (h0 q.2)]
    rcases le_total 0 (flux H c q.1 q.2) with h | h
    · rw [max_eq_right h, abs_of_nonneg h]
      ring
    · rw [max_eq_left h, abs_of_nonpos h]
      ring
  rw [hpos, ← Finset.sum_div, Finset.sum_add_distrib]
  linarith
```

In the proof, `hswap` exchanges source and destination in the sum of signed fluxes, and `hneg` applies antisymmetry. Together they say that this sum equals its own negative. The step `hpos` writes each positive part as $(|b_{ij}|+b_{ij})/2$, and `linarith` removes the vanishing contribution.

## A ring current that population derivatives miss

A mistake that readily slips into the statement is to ask only that the competitors reproduce the population derivatives. With three or more states minimality can then fail, because a circulating current moves probability without changing any population. Three sites are enough to show it.

```lean
/-- A three-site ring Hamiltonian with imaginary hopping amplitudes. -/
def ringH : Matrix (Fin 3) (Fin 3) ℂ :=
  !![0, -Complex.I, Complex.I; Complex.I, 0, -Complex.I; -Complex.I, Complex.I, 0]
```

The imaginary hopping amplitudes represent a phase accumulated around the ring, such as a magnetic flux threading it produces. With sites labelled 0, 1 and 2 and equal amplitudes, the fluxes run $0\to1\to2\to0$. For normalised amplitudes $1/\sqrt3$, each of the three fluxes is $2/3$, each corresponding hopping rate is $2$, and the total switching flow is $2$. The code uses amplitudes equal to 1, for which each flux is $2$ and the total flow is $6$.

At every site the incoming and outgoing fluxes cancel, so all populations are stationary. Zero rates reproduce that with no hops at all. They do not reproduce the pairwise fluxes, which is why they are no competitor in the main theorem.

```lean
/-- On the three-site ring with equal amplitudes, zero rates give the same population
derivatives as the surface-hopping rates, with strictly less switching flow. -/
theorem ring_current_fewer_switches :
    ringH.IsHermitian ∧
    (∀ i, masterRate (fun _ _ => 0) (fun _ : Fin 3 => (1 : ℂ)) i =
      masterRate (hopRate ringH (fun _ => 1)) (fun _ => 1) i) ∧
    switchingFlow (fun _ _ => 0) (fun _ : Fin 3 => (1 : ℂ)) <
      switchingFlow (hopRate ringH (fun _ => 1)) (fun _ => 1) := by
  have hH : ringH.IsHermitian := by
    refine Matrix.IsHermitian.ext fun i j => ?_
    fin_cases i <;> fin_cases j <;> simp [ringH]
  refine ⟨hH, fun i => ?_, ?_⟩
  · have h : masterRate (hopRate ringH (fun _ => 1)) (fun _ => 1) i =
        ∑ j, flux ringH (fun _ => 1) i j :=
      Finset.sum_congr rfl fun j _ => hopRate_net_flux hH _ (fun _ => one_ne_zero) i j
    rw [h]
    fin_cases i <;> norm_num [masterRate, flux, ringH, Fin.sum_univ_succ]
  · have hz : switchingFlow (fun _ _ => 0) (fun _ : Fin 3 => (1 : ℂ)) = 0 := by
      simp [switchingFlow]
    rw [hz]
    -- the hop from site 0 to site 1 already carries a positive flow
    refine Finset.sum_pos' (fun q _ => ?_) ⟨(1, 0), by simp, ?_⟩
    · rw [hopRate_mul_population ringH (fun _ => (1 : ℂ)) q.1 q.2 (one_ne_zero (α := ℂ))]
      exact le_max_left _ _
    · norm_num [hopRate, flux, population, ringH]

end

end FewestSwitchesHopping
```

The theorem states three things: the matrix is Hermitian, the two sets of rates have equal gain minus loss at every site, and the zero rates have strictly smaller switching flow. The first two are checked entry by entry, with `hopRate_net_flux` converting the master equation into a sum of fluxes. For the strict inequality, all surface-hopping flows are nonnegative, and the pair `(1, 0)`, a hop from site 0 to site 1, contributes a positive one.

```lean
#print axioms FewestSwitchesHopping.fewest_switches
-- 'FewestSwitchesHopping.fewest_switches' depends on axioms: [propext, Classical.choice, Quot.sound]
#print axioms FewestSwitchesHopping.switchingFlow_hopRate
-- 'FewestSwitchesHopping.switchingFlow_hopRate' depends on axioms: [propext, Classical.choice, Quot.sound]
#print axioms FewestSwitchesHopping.ring_current_fewer_switches
-- 'FewestSwitchesHopping.ring_current_fewer_switches' depends on axioms: [propext, Classical.choice, Quot.sound]
```
